# Overlap of two Slater 1s orbitals in prolate spheroidal coordinates

Two normalised 1s orbitals with the same Slater exponent $\zeta>0$ sit on nuclei $A$ and $B$ a distance $R>0$ apart. Integrated in prolate spheroidal coordinates, their overlap and the matrix element of $1/r_A$ between them, with $r_A$ the distance to $A$, are
$$S=e^{-\zeta R}\Big(1+\zeta R+\tfrac{(\zeta R)^2}{3}\Big),\qquad K=\zeta e^{-\zeta R}(1+\zeta R).$$
For $\zeta=1$ in atomic units, $S$ is the hydrogen $ss\sigma$ overlap, the kind of two-centre quantity that density-functional tight binding tabulates against $R$, here for one unconfined exponential with the same exponent on both atoms.

## The model

```lean
import Mathlib

open Real MeasureTheory Set Filter Topology

namespace ProlateOverlap

noncomputable section
```

These lines load Mathlib and open short names. Lean writes $f(x)$ as `f x`.

```lean
/-- Squared distance `ρ²` from the internuclear axis in prolate spheroidal coordinates. -/
def axialSq (R l m : ℝ) : ℝ := (R / 2) ^ 2 * ((l ^ 2 - 1) * (1 - m ^ 2))

/-- Cartesian coordinate `z` along the internuclear axis. -/
def height (R l m : ℝ) : ℝ := R / 2 * (l * m)

/-- The point of space with prolate spheroidal coordinates `(l, m, φ)`. -/
def point (R l m φ : ℝ) : EuclideanSpace ℝ (Fin 3) :=
  !₂[√(axialSq R l m) * cos φ, √(axialSq R l m) * sin φ, height R l m]
```

With coordinates $l\ge1$, $m\in[-1,1]$ and azimuth $\varphi$, the squared distance from the axis is $\rho^2=(R/2)^2(l^2-1)(1-m^2)$ and the height is $z=(R/2)\,lm$. The point is $x=(\rho\cos\varphi,\rho\sin\varphi,z)$. The type `EuclideanSpace ℝ (Fin 3)` is $\mathbb R^3$ with the Euclidean distance `dist`.

```lean
/-- A nucleus on the axis at height `z`. -/
def nucleus (z : ℝ) : EuclideanSpace ℝ (Fin 3) := !₂[0, 0, z]

/-- The volume weight `(R/2)³ (l² - m²)`. -/
def weight (R l m : ℝ) : ℝ := (R / 2) ^ 3 * (l ^ 2 - m ^ 2)

/-- Slater 1s orbital `√(ζ³/π) exp(-ζ |x - c|)` centred at `c`. -/
def orbital (ζ : ℝ) (c x : EuclideanSpace ℝ (Fin 3)) : ℝ :=
  √(ζ ^ 3 / π) * exp (-(ζ * dist x c))
```

Nucleus $A$ is `nucleus (-(R / 2))` and $B$ is `nucleus (R / 2)`. The volume weight is $w=(R/2)^3(l^2-m^2)$. The orbital centred at $c$ is $\chi_c(x)=\sqrt{\zeta^3/\pi}\,e^{-\zeta|x-c|}$; its prefactor, the usual normalisation constant, enters by definition.

```lean
/-- Weighted integral of `f` over `m ∈ [-1, 1]` and `φ ∈ [0, 2π]` at fixed `l`. -/
def shell (R : ℝ) (f : EuclideanSpace ℝ (Fin 3) → ℝ) (l : ℝ) : ℝ :=
  ∫ m in (-1 : ℝ)..1, ∫ φ in (0 : ℝ)..(2 * π), f (point R l m φ) * weight R l m
```

For a function $f$ on space, `shell R f l` is $\int_{-1}^{1}dm\int_0^{2\pi}d\varphi\,f\,w$. The integral over space is modelled as the integral of this over `Ioi 1`, the set $l>1$. That the iterated integral equals the Cartesian $\int f\,d^3x$ for integrable $f$ follows, when $R>0$, from the change-of-variables theorem and Fubini's theorem; the file adopts this equality as the model and does not prove it.

```lean
/-- The recursion `T₀(l) = e^{-pl}/p`, `Tₙ₊₁(l) = (lⁿ⁺¹ e^{-pl} + (n+1) Tₙ(l))/p`. -/
def tail (p : ℝ) : ℕ → ℝ → ℝ
  | 0 => fun l => exp (-(p * l)) / p
  | n + 1 => fun l => (l ^ (n + 1) * exp (-(p * l)) + ((n : ℝ) + 1) * tail p n l) / p
```

For a real number $p$, `tail p n` is the function $T_n$ with $T_0(l)=e^{-pl}/p$ and $T_{n+1}(l)=\big(l^{n+1}e^{-pl}+(n+1)T_n(l)\big)/p$, the recursion that integration by parts gives for $\int_l^\infty t^ne^{-pt}dt$ when $p>0$.

## Geometry

```lean
/-- The distances to the nuclei at `∓R/2` are `R(l + m)/2` and `R(l - m)/2`. -/
theorem dist_nuclei {R l m : ℝ} (hR : 0 ≤ R) (hl : 1 ≤ l) (hm : m ∈ Icc (-1 : ℝ) 1) (φ : ℝ) :
    dist (point R l m φ) (nucleus (-(R / 2))) = R / 2 * (l + m) ∧
    dist (point R l m φ) (nucleus (R / 2)) = R / 2 * (l - m) := by
  obtain ⟨h1, h2⟩ := hm
  have h0 : 0 ≤ axialSq R l m :=
    mul_nonneg (sq_nonneg _) (mul_nonneg (by nlinarith) (by nlinarith))
  -- distance to any point of the axis: √(ρ² + (z - z₀)²)
  have key : ∀ z, dist (point R l m φ) (nucleus z)
      = √(axialSq R l m + (height R l m - z) ^ 2) := by
    intro z
    rw [EuclideanSpace.dist_eq]
    congr 1
    simp only [Fin.sum_univ_three, Real.dist_eq, sq_abs]
    simp [point, nucleus, mul_pow, Real.sq_sqrt h0]
    linear_combination axialSq R l m * cos_sq_add_sin_sq φ
  constructor
  · rw [key, ← Real.sqrt_sq (mul_nonneg (by linarith : 0 ≤ R / 2) (by linarith : 0 ≤ l + m))]
    congr 1
    unfold axialSq height
    ring
  · rw [key, ← Real.sqrt_sq (mul_nonneg (by linarith : 0 ≤ R / 2) (by linarith : 0 ≤ l - m))]
    congr 1
    unfold axialSq height
    ring
```

For $R\ge0$, $l\ge1$ and $m$ in `Icc (-1 : ℝ) 1`, the closed interval, the distances to $A$ and $B$ are $r_A=\frac R2(l+m)$ and $r_B=\frac R2(l-m)$. By hand,
$$\rho^2+\big(z\pm\tfrac R2\big)^2=\big(\tfrac R2\big)^2\big[(l^2-1)(1-m^2)+(lm\pm1)^2\big]=\big(\tfrac R2\big)^2(l\pm m)^2 .$$
The step `key` obtains the left side from $\cos^2\varphi+\sin^2\varphi=1$, `ring` expands the bracket, and `Real.sqrt_sq` takes the root using $l\pm m\ge0$.

```lean
/-- The Jacobian determinant `∂(ρ²/2, z)/∂(l, m)` equals the weight `(R/2)³ (l² - m²)`. -/
theorem jacobian_eq_weight (R l m : ℝ) :
    deriv (fun t => axialSq R t m / 2) l * deriv (fun t => height R l t) m
      - deriv (fun t => axialSq R l t / 2) m * deriv (fun t => height R t m) l
      = weight R l m := by
  have h1 := ((((hasDerivAt_pow 2 l).sub_const 1).mul_const (1 - m ^ 2)).const_mul
    ((R / 2) ^ 2)).div_const 2
  have h2 := ((((hasDerivAt_pow 2 m).const_sub 1).const_mul (l ^ 2 - 1)).const_mul
    ((R / 2) ^ 2)).div_const 2
  have h3 := ((hasDerivAt_id' m).const_mul l).const_mul (R / 2)
  have h4 := ((hasDerivAt_id' l).mul_const m).const_mul (R / 2)
  unfold axialSq height weight
  rw [h1.deriv, h2.deriv, h3.deriv, h4.deriv]
  ring1
```

The cylindrical element is $\rho\,d\rho\,dz\,d\varphi=d(\rho^2/2)\,dz\,d\varphi$, so the relevant determinant is $\partial(\rho^2/2,z)/\partial(l,m)$. The four derivatives `h1` to `h4` are $\partial_l(\rho^2/2)=(R/2)^2l(1-m^2)$, $\partial_m(\rho^2/2)=-(R/2)^2m(l^2-1)$, $\partial_mz=\frac R2l$ and $\partial_lz=\frac R2m$. Hence the determinant is $(R/2)^3[l^2(1-m^2)+m^2(l^2-1)]=w$. This identity supports the choice of weight, and later proofs do not call it.

```lean
/-- The product of the two 1s orbitals is `(ζ³/π) exp(-ζ R l)`. -/
theorem orbital_product {ζ R l m : ℝ} (hζ : 0 ≤ ζ) (hR : 0 ≤ R) (hl : 1 ≤ l)
    (hm : m ∈ Icc (-1 : ℝ) 1) (φ : ℝ) :
    orbital ζ (nucleus (-(R / 2))) (point R l m φ) * orbital ζ (nucleus (R / 2)) (point R l m φ)
      = ζ ^ 3 / π * exp (-(ζ * R * l)) := by
  have h0 : 0 ≤ ζ ^ 3 / π := by positivity
  unfold orbital
  rw [(dist_nuclei hR hl hm φ).1, (dist_nuclei hR hl hm φ).2, mul_mul_mul_comm,
    Real.mul_self_sqrt h0, ← exp_add]
  congr 2
  ring
```

For $\zeta\ge0$, $R\ge0$, $l\ge1$ and $m\in[-1,1]$ one has $r_A+r_B=Rl$, so the product is $\chi_A\chi_B=(\zeta^3/\pi)\,e^{-\zeta Rl}$, independent of $m$ and $\varphi$. The proof inserts both distances, squares the root with `Real.mul_self_sqrt` and joins the exponentials with `exp_add`.

## One-dimensional integrals

```lean
/-- For `p > 0` the integral of `lⁿ e^{-pl}` over `l > 1` converges and equals `Tₙ(1)`. -/
theorem radial_integral {p : ℝ} (hp : 0 < p) (n : ℕ) :
    IntegrableOn (fun l : ℝ => l ^ n * exp (-(p * l))) (Ioi 1) ∧
    ∫ l in Ioi (1 : ℝ), l ^ n * exp (-(p * l)) = tail p n 1 := by
  have hp' := hp.ne'
  have hlim : ∀ k : ℕ, Tendsto (fun l : ℝ => l ^ k * exp (-(p * l))) atTop (𝓝 0) := by
    intro k
    have h := ((tendsto_pow_mul_exp_neg_atTop_nhds_zero k).comp
      (Tendsto.const_mul_atTop hp tendsto_id)).div_const (p ^ k)
    rw [zero_div] at h
    refine h.congr fun l => ?_
    simp only [Function.comp, id, mul_pow]
    field_simp
  -- Tₙ' = -lⁿ e^{-pl} and Tₙ → 0
  have hder : ∀ (k : ℕ) (l : ℝ), HasDerivAt (tail p k) (-(l ^ k * exp (-(p * l)))) l := by
    intro k l
    have he := ((hasDerivAt_id' l).const_mul p).fun_neg.exp
    induction k with
    | zero => exact (he.div_const p).congr_deriv (by field_simp)
    | succ k ih =>
      have h := (((hasDerivAt_pow (k + 1) l).fun_mul he).fun_add
        (ih.const_mul ((k : ℝ) + 1))).div_const p
      refine h.congr_deriv ?_
      simp only [Nat.add_sub_cancel]
      push_cast
      field_simp
      ring
  have hT : ∀ k : ℕ, Tendsto (tail p k) atTop (𝓝 0) := by
    intro k
    induction k with
    | zero =>
      have h := (hlim 0).div_const p
      simp only [pow_zero, one_mul, zero_div] at h
      exact h
    | succ k ih =>
      have h := ((hlim (k + 1)).add (ih.const_mul ((k : ℝ) + 1))).div_const p
      simp only [mul_zero, add_zero, zero_div] at h
      exact h
  have hd : ∀ l ∈ Ici (1 : ℝ), HasDerivAt (fun t => -tail p n t) (l ^ n * exp (-(p * l))) l :=
    fun l _ => (hder n l).fun_neg.congr_deriv (neg_neg _)
  have hpos : ∀ l ∈ Ioi (1 : ℝ), 0 ≤ l ^ n * exp (-(p * l)) := by
    intro l hl
    have : 0 < l := lt_trans one_pos hl
    positivity
  refine ⟨integrableOn_Ioi_deriv_of_nonneg' hd hpos (hT n).neg, ?_⟩
  rw [integral_Ioi_of_hasDerivAt_of_nonneg' hd hpos (hT n).neg]
  ring
```

For $p>0$ and every natural number $n$, the function $l^ne^{-pl}$ is integrable on $l>1$, and its integral is $T_n(1)$. Integrability is stated because Lean gives a non-integrable function the integral zero. By induction $T_n'=-l^ne^{-pl}$: in $pT_{n+1}'=(n+1)l^ne^{-pl}-p\,l^{n+1}e^{-pl}+(n+1)T_n'$ the first and last terms cancel, which is `hder`. The step `hlim` shows $l^ke^{-pl}\to0$ for each power $k$, and `hT` deduces $T_n\to0$. So $-T_n$ is an antiderivative of a non-negative integrand (`hd`, `hpos`) with limit zero, which gives both claims. The values needed are
$$T_0(1)=\frac{e^{-p}}p,\quad T_1(1)=e^{-p}\Big(\frac1p+\frac1{p^2}\Big),\quad T_2(1)=e^{-p}\Big(\frac1p+\frac2{p^2}+\frac2{p^3}\Big).$$

```lean
/-- The integral of `a + b m + c m²` over `m ∈ [-1, 1]` is `2a + 2c/3`. -/
theorem angular_integral (a b c : ℝ) :
    ∫ m in (-1 : ℝ)..1, (a + b * m + c * m ^ 2) = 2 * a + 2 / 3 * c := by
  have hd : ∀ m ∈ uIcc (-1 : ℝ) 1, HasDerivAt
      (fun t : ℝ => a * t + b / 2 * t ^ 2 + c / 3 * t ^ 3) (a + b * m + c * m ^ 2) m :=
    fun m _ => ((((hasDerivAt_id' m).const_mul a).fun_add
      ((hasDerivAt_pow 2 m).const_mul (b / 2))).fun_add
      ((hasDerivAt_pow 3 m).const_mul (c / 3))).congr_deriv
      (by ring1)
  rw [intervalIntegral.integral_eq_sub_of_hasDerivAt hd
    (Continuous.intervalIntegrable (by fun_prop) _ _)]
  ring
```

For real $a,b,c$, the antiderivative $am+bm^2/2+cm^3/3$ in `hd` gives $\int_{-1}^1(a+bm+cm^2)\,dm=2a+\frac23c$.

```lean
/-- For `p > 0` the integral of `(l² - m²) e^{-pl}` over `m ∈ [-1, 1]` is integrable in `l > 1`,
and `p³/4` times the double integral is `e^{-p}(1 + p + p²/3)`. -/
theorem prolate_integral {p : ℝ} (hp : 0 < p) :
    IntegrableOn (fun l : ℝ => ∫ m in (-1 : ℝ)..1, (l ^ 2 - m ^ 2) * exp (-(p * l))) (Ioi 1) ∧
    p ^ 3 / 4 * ∫ l in Ioi (1 : ℝ), ∫ m in (-1 : ℝ)..1, (l ^ 2 - m ^ 2) * exp (-(p * l))
      = exp (-p) * (1 + p + p ^ 2 / 3) := by
  have hp' := hp.ne'
  have inner : ∀ l : ℝ, ∫ m in (-1 : ℝ)..1, (l ^ 2 - m ^ 2) * exp (-(p * l))
      = 2 * (l ^ 2 * exp (-(p * l))) + -(2 / 3) * (l ^ 0 * exp (-(p * l))) := by
    intro l
    have h : ∀ m : ℝ, (l ^ 2 - m ^ 2) * exp (-(p * l))
        = l ^ 2 * exp (-(p * l)) + 0 * m + -exp (-(p * l)) * m ^ 2 := fun m => by ring
    rw [intervalIntegral.integral_congr fun m _ => h m, angular_integral]
    ring
  have i2 := Integrable.const_mul (radial_integral hp 2).1 2
  have i0 := Integrable.const_mul (radial_integral hp 0).1 (-(2 / 3))
  rw [funext inner]
  refine ⟨i2.add i0, ?_⟩
  rw [integral_add i2 i0, integral_const_mul, integral_const_mul,
    (radial_integral hp 2).2, (radial_integral hp 0).2]
  simp only [tail, mul_one, one_pow]
  push_cast
  field_simp
  ring
```

For $p>0$ the inner integral is integrable in $l>1$, and $\frac{p^3}4\int_1^\infty dl\int_{-1}^1dm\,(l^2-m^2)e^{-pl}=e^{-p}(1+p+p^2/3)$. The step `inner` evaluates the $m$-integral as $(2l^2-\frac23)e^{-pl}$, and `i2`, `i0` give integrability of the two terms. Then
$$\frac{p^3}4\Big[2T_2(1)-\tfrac23T_0(1)\Big]=\frac{p^3e^{-p}}4\Big[\frac4{3p}+\frac4{p^2}+\frac4{p^3}\Big]=e^{-p}\Big(1+p+\frac{p^2}3\Big),$$
which `simp only [tail, mul_one, one_pow]`, `field_simp` and `ring` carry out.

## The two-centre integrals

```lean
/-- The overlap of two Slater 1s orbitals of exponent `ζ` at distance `R`, integrated in prolate
coordinates, converges in `l` and equals `e^{-ζR}(1 + ζR + (ζR)²/3)`. -/
theorem overlap_1s {ζ R : ℝ} (hζ : 0 < ζ) (hR : 0 < R) :
    IntegrableOn (shell R fun x =>
      orbital ζ (nucleus (-(R / 2))) x * orbital ζ (nucleus (R / 2)) x) (Ioi 1) ∧
    ∫ l in Ioi (1 : ℝ), shell R (fun x =>
      orbital ζ (nucleus (-(R / 2))) x * orbital ζ (nucleus (R / 2)) x) l
      = exp (-(ζ * R)) * (1 + ζ * R + (ζ * R) ^ 2 / 3) := by
  obtain ⟨hi, hv⟩ := prolate_integral (mul_pos hζ hR)
  have hπ := pi_ne_zero
  -- the azimuthal integral gives 2π
  have key : EqOn (fun l : ℝ => (ζ * R) ^ 3 / 4 *
      ∫ m in (-1 : ℝ)..1, (l ^ 2 - m ^ 2) * exp (-(ζ * R * l))) (shell R fun x =>
      orbital ζ (nucleus (-(R / 2))) x * orbital ζ (nucleus (R / 2)) x) (Ioi 1) := by
    intro l hl
    simp only [shell]
    rw [← intervalIntegral.integral_const_mul]
    refine intervalIntegral.integral_congr fun m hm => ?_
    rw [uIcc_of_le (by norm_num)] at hm
    simp only [orbital_product hζ.le hR.le (le_of_lt hl) hm,
      intervalIntegral.integral_const, smul_eq_mul, sub_zero, weight]
    field_simp
    ring
  refine ⟨IntegrableOn.congr_fun (Integrable.const_mul hi _) key measurableSet_Ioi, ?_⟩
  rw [← setIntegral_congr_fun measurableSet_Ioi key, integral_const_mul, hv]
```

For $\zeta>0$ and $R>0$, the shell function of $\chi_A\chi_B$ is integrable over $l>1$, and its integral is $S$. The integrability claim concerns the outer variable $l$ only. The $\varphi$-integral of a constant gives $2\pi$, and $\frac{\zeta^3}\pi\cdot2\pi\cdot(R/2)^3=(\zeta R)^3/4$, so the shell equals $\frac{p^3}4\int_{-1}^1(l^2-m^2)e^{-pl}dm$ with $p=\zeta R$. This is `key`, where `EqOn` says that two functions agree on `Ioi 1`. The last two lines transfer integrability and value from `prolate_integral`.

```lean
/-- The two-centre matrix element of `1/r_A` between the two 1s orbitals, integrated in prolate
coordinates, converges in `l` and equals `ζ e^{-ζR}(1 + ζR)`. -/
theorem attraction_1s {ζ R : ℝ} (hζ : 0 < ζ) (hR : 0 < R) :
    IntegrableOn (shell R fun x => orbital ζ (nucleus (-(R / 2))) x *
      (1 / dist x (nucleus (-(R / 2)))) * orbital ζ (nucleus (R / 2)) x) (Ioi 1) ∧
    ∫ l in Ioi (1 : ℝ), shell R (fun x => orbital ζ (nucleus (-(R / 2))) x *
      (1 / dist x (nucleus (-(R / 2)))) * orbital ζ (nucleus (R / 2)) x) l
      = ζ * exp (-(ζ * R)) * (1 + ζ * R) := by
  obtain ⟨hi, hv⟩ := radial_integral (mul_pos hζ hR) 1
  have hπ := pi_ne_zero
  have hζ' := hζ.ne'
  have hR' := hR.ne'
  have key : EqOn (fun l : ℝ => ζ ^ 3 * R ^ 2 * (l ^ 1 * exp (-(ζ * R * l))))
      (shell R fun x => orbital ζ (nucleus (-(R / 2))) x *
      (1 / dist x (nucleus (-(R / 2)))) * orbital ζ (nucleus (R / 2)) x) (Ioi 1) := by
    intro l hl
    have hl1 : 1 < l := hl
    have h := angular_integral (ζ ^ 3 * R ^ 2 / 2 * exp (-(ζ * R * l)) * l)
      (-(ζ ^ 3 * R ^ 2 / 2 * exp (-(ζ * R * l)))) 0
    simp only [shell]
    refine Eq.trans (by ring) (h.symm.trans (intervalIntegral.integral_congr fun m hm => ?_))
    rw [uIcc_of_le (by norm_num)] at hm
    have hlm : l + m ≠ 0 := by have := hm.1; linarith [this, hl1] |> fun h : 0 < l + m => h.ne'
    -- 1/r_A cancels the factor l + m of the weight
    have hf : ∀ φ, orbital ζ (nucleus (-(R / 2))) (point R l m φ) *
        (1 / dist (point R l m φ) (nucleus (-(R / 2)))) *
        orbital ζ (nucleus (R / 2)) (point R l m φ)
        = ζ ^ 3 / π * exp (-(ζ * R * l)) * (1 / (R / 2 * (l + m))) := fun φ => by
      rw [mul_right_comm, orbital_product hζ.le hR.le hl1.le hm,
        (dist_nuclei hR.le hl1.le hm φ).1]
    simp only [hf, intervalIntegral.integral_const, smul_eq_mul, sub_zero, weight]
    field_simp
    ring
  refine ⟨IntegrableOn.congr_fun (Integrable.const_mul hi _) key measurableSet_Ioi, ?_⟩
  rw [← setIntegral_congr_fun measurableSet_Ioi key, integral_const_mul, hv]
  simp only [tail, mul_one, one_pow]
  push_cast
  field_simp
  ring

end

end ProlateOverlap
```

Under the same hypotheses, the shell function of $\chi_A\,r_A^{-1}\chi_B$ is integrable over $l>1$ with integral $K$; the operator is $+1/r_A$, without sign or nuclear charge. For $l>1$ one has $l+m>0$ (`hlm`), so $1/r_A$ cancels that factor of the weight:
$$2\pi\cdot\frac{\zeta^3}\pi e^{-\zeta Rl}\cdot\frac{(R/2)^3(l^2-m^2)}{(R/2)(l+m)}=\frac{\zeta^3R^2}2(l-m)\,e^{-\zeta Rl}.$$
The step `hf` rewrites the integrand, and `h` is `angular_integral` for this linear function of $m$, giving $\zeta^3R^2\,l\,e^{-\zeta Rl}$. With $n=1$ and $p=\zeta R$ in `radial_integral`, $K=\zeta^3R^2e^{-p}(p+1)/p^2=\zeta e^{-\zeta R}(1+\zeta R)$.

```lean
#print axioms ProlateOverlap.jacobian_eq_weight
#print axioms ProlateOverlap.overlap_1s
#print axioms ProlateOverlap.attraction_1s
```

```
'ProlateOverlap.jacobian_eq_weight' depends on axioms: [propext, Classical.choice, Quot.sound]
'ProlateOverlap.overlap_1s' depends on axioms: [propext, Classical.choice, Quot.sound]
'ProlateOverlap.attraction_1s' depends on axioms: [propext, Classical.choice, Quot.sound]
```
